# A semicore local orbital has unique matching coefficients at the sphere boundary

## A shallow core state in a valence basis

In the LAPW method, the radial basis inside an atomic sphere is built from a solution \(P\) at a valence energy \(E\) and its energy derivative \(D\). A semicore state lies well below \(E\), where this pair may describe it poorly. A local orbital adds a third radial function \(u\), typically a solution at the semicore energy \(E_2\), and is confined to the sphere. To join the zero function outside smoothly, it must reach the boundary \(r=R\) with zero value and zero slope. Do suitable amounts of \(P\) and \(D\) always exist, and can the result vanish altogether?

## Radial equations and the matching condition

All functions are \(r\) times the radial wavefunction, in Hartree atomic units, for one angular momentum. \(W\) is the spherical potential plus the centrifugal term. On \((0,R)\),

\[
-\tfrac12P''+WP=EP,\qquad -\tfrac12D''+WD=ED+P,
\]

with \(P(0)=D(0)=0\) and \(\int_0^R P^2\,dr=1\). The second equation is the first one differentiated with respect to \(E\).

Let \(v=u(R)\) and \(s=u'(R)\). The orbital \(u+aP+bD\), continued by zero outside, has zero value and zero derivative at \(R\) exactly when

\[
a=\frac{vD'(R)-sD(R)}2,\qquad b=\frac{sP(R)-vP'(R)}2 .
\]

## The Wronskian fixes the determinant

Let \(w=PD'-P'D\). Since \(P''=2(W-E)P\) and \(D''=2(W-E)D-2P\),

\[
w'=PD''-P''D=-2P^2 .
\]

As \(w(0)=0\), integration gives \(w(R)=-2\int_0^RP^2\,dr=-2\).

The matching equations, with all functions taken at \(R\), are

\[
v+aP+bD=0,\qquad s+aP'+bD'=0 .
\]

Multiply the first by \(D'\), the second by \(D\), and subtract: \(vD'-sD+aw=0\). Multiply the second by \(P\), the first by \(P'\), and subtract: \(sP-vP'+bw=0\). With \(w=-2\) these are the stated coefficients. Conversely, inserting them turns the left-hand sides into \(v(1+w/2)=0\) and \(s(1+w/2)=0\).

A derivative at \(R\) requires continuity, so the value there must be zero. The derivative from outside is then zero as well, and the orbital has derivative zero at \(R\) exactly when its inner slope also vanishes.

## A different energy keeps the orbital nonzero

Let \(u\) solve the radial equation at \(E_2\neq E\), and suppose \(u+aP+bD=0\) on \((0,R)\). Applying \(-\tfrac12 d^2/dr^2+W\) and subtracting \(E\) times the original relation gives

\[
(E_2-E)u+bP=0 .
\]

Repeating the step gives \((E_2-E)^2u=0\), so \(u\) vanishes throughout the interior. A \(u\) that is nonzero somewhere there thus gives a nonzero orbital for every \(a,b\).

If instead \(u=P\), then \(a=w(R)/2=-1\) and \(b=0\), and the matched orbital is identically zero.

## What the Lean statements assume

`IsRadial W E R g u du` says that `u` vanishes at the origin, has the continuous slope `du` on \([0,R]\) (one-sided at the ends), and obeys the radial equation with source `g` on the open interval. The source is `0` for \(P\) and `P` for \(D\). This equation, together with \(D(0)=0\), is all that "energy derivative" means here: no family of solutions in \(E\) is constructed, and \(D\) need not be orthogonal to \(P\).

`W` is an arbitrary function, so it may be singular at the nucleus. The existence of \(P\) and \(D\) is assumed.

`matching_iff` treats arbitrary numbers `v` and `s`; `localOrbital_smooth_iff` concerns the orbital itself and asks of `u` only a one-sided slope at `R`. Matching covers value and first derivative; the second derivative may jump.

For LAPW codes with non-relativistic radial functions in a spherical potential, the formulas give the local-orbital coefficients directly from boundary data, before any renormalisation of the orbital.

```lean
import Mathlib

open Set

namespace SemicoreLocalOrbital

noncomputable section

/-- The radial function `u`, with slope `du`, is continuously differentiable on `[0, R]`, vanishes
at the nucleus and solves `-u''/2 + W u = E u + g` inside the sphere of radius `R`. -/
structure IsRadial (W : ℝ → ℝ) (E R : ℝ) (g u du : ℝ → ℝ) : Prop where
  origin : u 0 = 0
  slope : ∀ r ∈ Icc 0 R, HasDerivWithinAt u (du r) (Icc 0 R) r
  cont : ContinuousOn du (Icc 0 R)
  eqn : ∀ r ∈ Ioo 0 R, ∃ k, HasDerivAt du k r ∧ -k / 2 + W r * u r = E * u r + g r

/-- The coefficient of `P` in the combination of `P` and `D` that cancels the value `v` and slope
`s` at `R`, when `P` is a normalised radial solution and `D` its energy derivative. -/
def coeffP (R : ℝ) (D dD : ℝ → ℝ) (v s : ℝ) : ℝ := (v * dD R - s * D R) / 2

/-- The coefficient of `D` in the combination of `P` and `D` that cancels the value `v` and slope
`s` at `R`, when `P` is a normalised radial solution and `D` its energy derivative. -/
def coeffD (R : ℝ) (P dP : ℝ → ℝ) (v s : ℝ) : ℝ := (s * P R - v * dP R) / 2

/-- The radial function `u + a P + b D` inside the sphere, continued by zero outside. -/
def localOrbital (R a b : ℝ) (u P D : ℝ → ℝ) (r : ℝ) : ℝ :=
  if r ≤ R then u r + a * P r + b * D r else 0

variable {W P dP D dD u du : ℝ → ℝ} {E E₂ R : ℝ}

/-- Inside the sphere the slope of a radial function is its ordinary derivative. -/
theorem IsRadial.hasDerivAt {g : ℝ → ℝ} (h : IsRadial W E R g u du) {r : ℝ}
    (hr : r ∈ Ioo 0 R) : HasDerivAt u (du r) r :=
  (h.slope r (Ioo_subset_Icc_self hr)).hasDerivAt (Icc_mem_nhds hr.1 hr.2)

/-- The Wronskian of a radial solution and its energy derivative at the sphere boundary is
minus twice the norm integral of the solution inside the sphere. -/
theorem wronskian_energy_derivative (hR : 0 ≤ R) (hP : IsRadial W E R 0 P dP)
    (hD : IsRadial W E R P D dD) :
    P R * dD R - dP R * D R = -2 * ∫ r in (0 : ℝ)..R, P r ^ 2 := by
  have cP : ContinuousOn P (Icc 0 R) := fun r hr => (hP.slope r hr).continuousWithinAt
  have cD : ContinuousOn D (Icc 0 R) := fun r hr => (hD.slope r hr).continuousWithinAt
  -- the potential drops out of the derivative of the Wronskian
  have hder : ∀ r ∈ Ioo 0 R,
      HasDerivAt (fun r => P r * dD r - dP r * D r) (-2 * P r ^ 2) r := by
    intro r hr
    obtain ⟨k, hk, ek⟩ := hP.eqn r hr
    obtain ⟨m, hm, em⟩ := hD.eqn r hr
    simp only [Pi.zero_apply] at ek
    refine (((hP.hasDerivAt hr).fun_mul hm).fun_sub
      (hk.fun_mul (hD.hasDerivAt hr))).congr_deriv ?_
    linear_combination (-2 * P r) * em + 2 * D r * ek
  have key : (∫ r in (0 : ℝ)..R, -2 * P r ^ 2)
      = (P R * dD R - dP R * D R) - (P 0 * dD 0 - dP 0 * D 0) :=
    intervalIntegral.integral_eq_sub_of_hasDerivAt_of_le hR
      ((cP.mul hD.cont).sub (hP.cont.mul cD)) hder
      ((continuousOn_const.mul (cP.pow 2)).intervalIntegrable_of_Icc hR)
  rw [intervalIntegral.integral_const_mul, hP.origin, hD.origin] at key
  linarith

/-- For a normalised radial solution `P` and its energy derivative `D`, any value `v` and slope `s`
at the sphere boundary are cancelled by exactly one combination `a P + b D`. -/
theorem matching_iff (hR : 0 ≤ R) (hP : IsRadial W E R 0 P dP) (hD : IsRadial W E R P D dD)
    (hN : ∫ r in (0 : ℝ)..R, P r ^ 2 = 1) (v s a b : ℝ) :
    (v + a * P R + b * D R = 0 ∧ s + a * dP R + b * dD R = 0) ↔
      a = coeffP R D dD v s ∧ b = coeffD R P dP v s := by
  have w := wronskian_energy_derivative hR hP hD
  rw [hN] at w
  unfold coeffP coeffD
  constructor
  · rintro ⟨h1, h2⟩
    constructor
    · linear_combination (-(1 / 2) * dD R) * h1 + (1 / 2 * D R) * h2 + (a / 2) * w
    · linear_combination (1 / 2 * dP R) * h1 - (1 / 2 * P R) * h2 + (b / 2) * w
  · rintro ⟨rfl, rfl⟩
    constructor
    · linear_combination (v / 2) * w
    · linear_combination (s / 2) * w

/-- Let `P` be a normalised radial solution, `D` its energy derivative, and `u` a function with
slope `s` at `R`. The local orbital `u + a P + b D` joins the zero function outside the sphere with
zero value and zero slope exactly for the matching coefficients. -/
theorem localOrbital_smooth_iff (hR : 0 < R) (hP : IsRadial W E R 0 P dP)
    (hD : IsRadial W E R P D dD) (hN : ∫ r in (0 : ℝ)..R, P r ^ 2 = 1) {s : ℝ}
    (hu : HasDerivWithinAt u s (Icc 0 R) R) (a b : ℝ) :
    (localOrbital R a b u P D R = 0 ∧ HasDerivAt (localOrbital R a b u P D) 0 R) ↔
      a = coeffP R D dD (u R) s ∧ b = coeffD R P dP (u R) s := by
  have hm : R ∈ Icc 0 R := ⟨hR.le, le_rfl⟩
  have hv : localOrbital R a b u P D R = u R + a * P R + b * D R := by simp [localOrbital]
  -- slope seen from inside the sphere
  have h0 : HasDerivWithinAt (fun r => u r + a * P r + b * D r)
      (s + a * dP R + b * dD R) (Icc 0 R) R :=
    (hu.add ((hP.slope R hm).const_mul a)).add ((hD.slope R hm).const_mul b)
  have hin : HasDerivWithinAt (localOrbital R a b u P D)
      (s + a * dP R + b * dD R) (Icc 0 R) R :=
    h0.congr (fun x hx => by simp [localOrbital, hx.2]) hv
  rw [← matching_iff hR.le hP hD hN, hv]
  refine and_congr_right fun hz => ⟨fun h => ?_, fun h => ?_⟩
  · exact UniqueDiffWithinAt.eq_deriv _ (uniqueDiffOn_Icc hR R hm) hin h.hasDerivWithinAt
  · rw [h] at hin
    -- slope seen from outside, then both sides are glued
    have hout : HasDerivWithinAt (localOrbital R a b u P D) 0 (Ici R) R := by
      refine (hasDerivWithinAt_const R (Ici R) (0 : ℝ)).congr (fun x hx => ?_) (hv.trans hz)
      rcases eq_or_lt_of_le (mem_Ici.1 hx) with h | h
      · rw [← h]
        exact hv.trans hz
      · simp [localOrbital, not_le.2 h]
    refine (hin.union hout).hasDerivAt (Filter.mem_of_superset (Ioi_mem_nhds hR) fun x hx => ?_)
    rcases le_total x R with h | h
    · exact Or.inl ⟨(mem_Ioi.1 hx).le, h⟩
    · exact Or.inr h

/-- If a combination of three radial functions in the same potential vanishes inside the sphere,
so does the same combination of the right-hand sides of their radial equations. -/
theorem residual_eq_zero {e₁ e₂ e₃ : ℝ} {g₁ g₂ g₃ u₁ u₂ u₃ d₁ d₂ d₃ : ℝ → ℝ}
    (h₁ : IsRadial W e₁ R g₁ u₁ d₁) (h₂ : IsRadial W e₂ R g₂ u₂ d₂)
    (h₃ : IsRadial W e₃ R g₃ u₃ d₃) (a b c : ℝ)
    (h : ∀ r ∈ Ioo 0 R, a * u₁ r + b * u₂ r + c * u₃ r = 0) :
    ∀ r ∈ Ioo 0 R,
      a * (e₁ * u₁ r + g₁ r) + b * (e₂ * u₂ r + g₂ r) + c * (e₃ * u₃ r + g₃ r) = 0 := by
  have van : ∀ f : ℝ → ℝ, (∀ x ∈ Ioo 0 R, f x = 0) →
      ∀ r ∈ Ioo 0 R, ∀ k, HasDerivAt f k r → k = 0 := fun f hf r hr k hk =>
    hk.unique ((hasDerivAt_const r (0 : ℝ)).congr_of_eventuallyEq
      (Filter.eventuallyEq_of_mem (Ioo_mem_nhds hr.1 hr.2) fun x hx => hf x hx))
  have hd : ∀ r ∈ Ioo 0 R, a * d₁ r + b * d₂ r + c * d₃ r = 0 := fun r hr =>
    van _ h r hr _ ((((h₁.hasDerivAt hr).const_mul a).fun_add
      ((h₂.hasDerivAt hr).const_mul b)).fun_add ((h₃.hasDerivAt hr).const_mul c))
  intro r hr
  obtain ⟨k₁, hk₁, q₁⟩ := h₁.eqn r hr
  obtain ⟨k₂, hk₂, q₂⟩ := h₂.eqn r hr
  obtain ⟨k₃, hk₃, q₃⟩ := h₃.eqn r hr
  have hk := van _ hd r hr _
    (((hk₁.const_mul a).fun_add (hk₂.const_mul b)).fun_add (hk₃.const_mul c))
  linear_combination W r * h r hr - (1 / 2) * hk - a * q₁ - b * q₂ - c * q₃

/-- Let `P` be a radial solution and `D` its energy derivative. If `u` is a radial solution at a
different energy and is nonzero somewhere inside the sphere, then no choice of `a` and `b` makes the
local orbital `u + a P + b D` vanish throughout the inside of the sphere. -/
theorem localOrbital_nontrivial (hP : IsRadial W E R 0 P dP) (hD : IsRadial W E R P D dD)
    (hu : IsRadial W E₂ R 0 u du) (hE : E₂ ≠ E) (hne : ∃ r ∈ Ioo 0 R, u r ≠ 0) (a b : ℝ) :
    ∃ r ∈ Ioo 0 R, localOrbital R a b u P D r ≠ 0 := by
  by_contra! h
  have h1 : ∀ r ∈ Ioo 0 R, 1 * u r + a * P r + b * D r = 0 := by
    intro r hr
    have := h r hr
    rw [localOrbital, if_pos hr.2.le] at this
    linarith
  -- the first use of the radial equation removes `D`, the second removes `P`
  have h2 : ∀ r ∈ Ioo 0 R, (E₂ - E) * u r + b * P r + 0 * D r = 0 := by
    intro r hr
    have := residual_eq_zero hu hP hD 1 a b h1 r hr
    simp only [Pi.zero_apply] at this
    linear_combination this - E * h1 r hr
  obtain ⟨r, hr, hur⟩ := hne
  have h3 := residual_eq_zero hu hP hD (E₂ - E) b 0 h2 r hr
  simp only [Pi.zero_apply] at h3
  have h4 : (E₂ - E) ^ 2 * u r = 0 := by linear_combination h3 - E * h2 r hr
  exact mul_ne_zero (pow_ne_zero 2 (sub_ne_zero.2 hE)) hur h4

/-- Let `P` be a normalised radial solution and `D` its energy derivative. If the added function is
`P` itself, the local orbital with the matching coefficients is zero everywhere. -/
theorem localOrbital_same_energy (hR : 0 ≤ R) (hP : IsRadial W E R 0 P dP)
    (hD : IsRadial W E R P D dD) (hN : ∫ r in (0 : ℝ)..R, P r ^ 2 = 1) (r : ℝ) :
    localOrbital R (coeffP R D dD (P R) (dP R)) (coeffD R P dP (P R) (dP R)) P P D r = 0 := by
  obtain ⟨ha, hb⟩ := (matching_iff hR hP hD hN (P R) (dP R) (-1) 0).1
    ⟨by ring, by ring⟩
  rw [← ha, ← hb]
  simp [localOrbital]

/-- In zero potential on `[0, 3]`, `r/3` is a normalised solution at energy `0` with energy
derivative `-r³/9`, and `sinh r` is a solution at energy `-1/2` that is nonzero at `r = 1`. -/
theorem isRadial_witness :
    IsRadial (fun _ => 0) 0 3 0 (fun r => r / 3) (fun _ => 1 / 3) ∧
    IsRadial (fun _ => 0) 0 3 (fun r => r / 3) (fun r => -r ^ 3 / 9) (fun r => -r ^ 2 / 3) ∧
    (∫ r in (0 : ℝ)..3, (r / 3) ^ 2 = 1) ∧
    IsRadial (fun _ => 0) (-1 / 2) 3 0 Real.sinh Real.cosh ∧ Real.sinh 1 ≠ 0 := by
  refine ⟨⟨by norm_num, fun r _ => ?_, by fun_prop, fun r _ => ⟨0, hasDerivAt_const _ _, ?_⟩⟩,
    ⟨by norm_num, fun r _ => ?_, by fun_prop, fun r _ => ⟨-(2 * r) / 3, ?_, ?_⟩⟩, ?_,
    ⟨Real.sinh_zero, fun r _ => (Real.hasDerivAt_sinh r).hasDerivWithinAt,
      Real.continuous_cosh.continuousOn, fun r _ => ⟨Real.sinh r, Real.hasDerivAt_cosh r, ?_⟩⟩,
    (Real.sinh_pos_iff.2 one_pos).ne'⟩
  · exact ((hasDerivAt_id' r).div_const 3).hasDerivWithinAt
  · show -(0 : ℝ) / 2 + 0 * (r / 3) = 0 * (r / 3) + 0
    ring
  · exact (((hasDerivAt_pow 3 r).fun_neg.div_const 9).congr_deriv
      (by norm_num; ring)).hasDerivWithinAt
  · exact ((hasDerivAt_pow 2 r).fun_neg.div_const 3).congr_deriv (by norm_num)
  · show -(-(2 * r) / 3) / 2 + 0 * (-r ^ 3 / 9) = 0 * (-r ^ 3 / 9) + r / 3
    ring
  · simp only [div_pow]
    rw [intervalIntegral.integral_div, integral_pow]
    norm_num
  · show -Real.sinh r / 2 + 0 * Real.sinh r = -1 / 2 * Real.sinh r + 0
    ring

end

end SemicoreLocalOrbital
```

```lean
#print axioms SemicoreLocalOrbital.localOrbital_smooth_iff
-- 'SemicoreLocalOrbital.localOrbital_smooth_iff' depends on axioms: [propext, Classical.choice, Quot.sound]
#print axioms SemicoreLocalOrbital.localOrbital_nontrivial
-- 'SemicoreLocalOrbital.localOrbital_nontrivial' depends on axioms: [propext, Classical.choice, Quot.sound]
#print axioms SemicoreLocalOrbital.localOrbital_same_energy
-- 'SemicoreLocalOrbital.localOrbital_same_energy' depends on axioms: [propext, Classical.choice, Quot.sound]
```

## From the Wronskian to the glued orbital

`wronskian_energy_derivative` obtains \(w'=-2P^2\) by combining the two radial equations, which eliminates `W`. The fundamental theorem of calculus then needs derivatives only in the interior and continuity up to the ends.

In `matching_iff`, the `linear_combination` calls carry out the eliminations and substitutions above. `localOrbital_smooth_iff` compares derivatives from inside in one direction; in the other, `hin.union hout` joins the two one-sided derivatives.

`residual_eq_zero` is one application of the radial operator to a vanishing combination. `localOrbital_nontrivial` uses it twice, removing first \(D\), then \(P\). `localOrbital_same_energy` reads off \(a=-1\), \(b=0\) from the uniqueness in `matching_iff`.

Finally, `isRadial_witness` checks a case with \(W=0\) and \(R=3\): \(P=r/3\) and \(D=-r^3/9\) at \(E=0\), with \(u=\sinh r\) at \(E_2=-\tfrac12\), satisfy all the assumptions.
